# Pressure from the frozen ground state: 3PV₀ = 2T + U for a crystal with purely Coulomb interactions and a differentiable energy curve

Squeeze a crystal slightly and its electrons rearrange. The pressure is minus the slope of the ground-state energy against volume, so it seems to require knowing how the ground state responds to the squeeze. To first order it does not, provided that the relevant derivatives exist: the energy of the old state, merely carried along with the strain, has the same slope.

Let X be the set of states and F a real normed space of strains. F can be the real line, for a single scale factor, or the space of symmetric 3×3 strain tensors. The finite index sets κ and ι will later label plane waves and reciprocal vectors.

```lean
import Mathlib

open Filter Topology

namespace StressTheorem

noncomputable section

variable {X F ι κ : Type*} [NormedAddCommGroup F] [NormedSpace ℝ F] [Fintype ι] [Fintype κ]
```

## An energy that no state can undercut

Write E(x,s) for the energy of state x at strain s, and g(s) for the ground-state energy. By the variational principle,

g(s) ≤ E(x,s) for all x and all s near s₀.

`IsVariationalBound` says this and no more. The neighbourhood of s₀ is the same for all states, and g need not be the greatest lower bound. That some state attains the bound at s₀ is a separate hypothesis in each theorem.

```lean
/-- For all strains `s` near `s₀`, the energy `g s` lies at or below the energy `E x s` of
every state `x`. -/
def IsVariationalBound (E : X → F → ℝ) (g : F → ℝ) (s₀ : F) : Prop :=
  ∀ᶠ s in 𝓝 s₀, ∀ x, g s ≤ E x s
```

## Equal derivatives at the point of contact

Let x₀ attain the bound at s₀, so that g(s₀) = E(x₀,s₀). The excess energy of the frozen state,

D(s) = E(x₀,s) − g(s),

is zero at s₀ and non-negative nearby. For any strain direction h, the quotient D(s₀ + th)/t is therefore ≥ 0 for small t > 0 and ≤ 0 for small t < 0. If g and E(x₀,·) are differentiable at s₀, both one-sided limits equal the derivative of D along h, which must then be zero. Hence

g′(s₀) = ∂E/∂s (x₀,s₀).

In Lean the derivatives `g'` and `e'` are continuous linear maps from F to ℝ. For strain tensors they hold all components of the stress, up to the volume factor and the sign convention. The proof establishes the local minimum `hmin`, sets the derivative of the difference to zero, and rearranges.

The name "stress theorem" is often attached to an explicit expression for every component of the stress. For tensors, the statement here is the equality of derivatives; the explicit expression obtained further on is for uniform dilation.

```lean
/-- Stress theorem: if a variational bound `g` is attained by the state `x₀` at the strain `s₀`,
and `g` and `E x₀` are differentiable there, then the derivative of `g` is that of the energy
with the state held fixed. -/
theorem stress_theorem {E : X → F → ℝ} {g : F → ℝ} {s₀ : F} {x₀ : X} {g' e' : F →L[ℝ] ℝ}
    (hb : IsVariationalBound E g s₀) (h0 : g s₀ = E x₀ s₀)
    (hg : HasFDerivAt g g' s₀) (hE : HasFDerivAt (E x₀) e' s₀) : g' = e' := by
  unfold IsVariationalBound at hb
  -- the excess energy of the frozen state is minimal at the reference strain
  have hmin : IsLocalMin (fun s => E x₀ s - g s) s₀ := by
    have h : ∀ᶠ s in 𝓝 s₀, E x₀ s₀ - g s₀ ≤ E x₀ s - g s :=
      hb.mono fun s hs => by linarith [hs x₀]
    exact h
  have h := hmin.hasFDerivAt_eq_zero (hE.sub hg)
  exact (sub_eq_zero.mp h).symm
```

For one real parameter a derivative is a number. The linear map sends h to g′(s₀)h, so evaluating both maps at h = 1 gives equality of the slopes.

```lean
/-- Stress theorem for one real strain parameter: the slope of an attained variational bound
equals the slope of the energy of the attaining state, if both slopes exist. -/
theorem stress_theorem_scalar {E : X → ℝ → ℝ} {g : ℝ → ℝ} {s₀ : ℝ} {x₀ : X} {g' e' : ℝ}
    (hb : IsVariationalBound E g s₀) (h0 : g s₀ = E x₀ s₀)
    (hg : HasDerivAt g g' s₀) (hE : HasDerivAt (E x₀) e' s₀) : g' = e' := by
  have h := stress_theorem hb h0 hg.hasFDerivAt hE.hasFDerivAt
  have h1 := DFunLike.congr_fun h (1 : ℝ)
  simpa using h1
```

## A level crossing puts a kink in the ground-state energy

Suppose that two states x and y both attain the bound at s₀, with slopes a ≠ b. If g were differentiable, the scalar theorem would give g′(s₀) = a and also g′(s₀) = b, a contradiction. An example is the pair of energies s and −s, whose lower envelope −|s| has a kink at zero. Differentiability of g is thus a physical condition: it excludes such a crossing exactly at the reference strain.

```lean
/-- If two states both attain the variational bound at `s₀` but their energies have different
slopes there, the bound is not differentiable at `s₀`. -/
theorem not_differentiable_of_degenerate {E : X → ℝ → ℝ} {g : ℝ → ℝ} {s₀ : ℝ} {x y : X}
    {a b : ℝ} (hb : IsVariationalBound E g s₀) (hx : g s₀ = E x s₀) (hy : g s₀ = E y s₀)
    (hEx : HasDerivAt (E x) a s₀) (hEy : HasDerivAt (E y) b s₀) (hab : a ≠ b) :
    ¬ DifferentiableAt ℝ g s₀ := fun hg =>
  hab ((stress_theorem_scalar hb hx hg.hasDerivAt hEx).symm.trans
    (stress_theorem_scalar hb hy hg.hasDerivAt hEy))
```

## Kinetic energy as 1/s², Coulomb energy as 1/s

Now stretch all lengths by a factor s, nuclear positions included. An N-electron wavefunction ψ(r) becomes s^(−3N/2) ψ(r/s), which keeps its norm. Two derivatives in the kinetic energy give 1/s², and the inverse distance in the Coulomb energy gives 1/s:

E(x,s) = T(x)/s² + U(x)/s.

Here T(x) and U(x) are the kinetic and Coulomb energies of the state before stretching. `scaledEnergy` takes this form as its definition, for arbitrary real functions T and U.

```lean
/-- Energy of the state `x` dilated by the factor `s ≠ 0`, with kinetic part `T x / s ^ 2` and
Coulomb part `U x / s`. -/
def scaledEnergy (T U : X → ℝ) (x : X) (s : ℝ) : ℝ := T x / s ^ 2 + U x / s
```

Let G(V) be the ground-state energy as a function of volume. The pressure P at V₀ is fixed by

dG/dV = −P at V = V₀.

`HasPressure` contains both this value and the differentiability of G at V₀.

```lean
/-- `P` is the pressure at volume `V₀` for the energy-volume curve `G`: `dG/dV = -P`. -/
def HasPressure (G : ℝ → ℝ) (P V₀ : ℝ) : Prop := HasDerivAt G (-P) V₀
```

## Two slopes at s = 1

The quotient rule gives

d/ds (T/s²) = −2T/s³,
d/ds (U/s) = −U/s²,

so the slope of the frozen-state energy at s = 1 is −(2T + U). The Lean proof differentiates the two terms separately and adds them.

```lean
/-- At `s = 1` the energy of a dilated state has the slope `-(2 T + U)`. -/
theorem hasDerivAt_scaledEnergy (T U : X → ℝ) (x : X) :
    HasDerivAt (scaledEnergy T U x) (-(2 * T x + U x)) 1 := by
  have h2 : HasDerivAt (fun s : ℝ => T x / s ^ 2) (-(2 * T x)) 1 :=
    ((hasDerivAt_const (1 : ℝ) (T x)).fun_div (hasDerivAt_pow 2 (1 : ℝ))
      (by norm_num)).congr_deriv (by norm_num; ring)
  have h1 : HasDerivAt (fun s : ℝ => U x / s) (-(U x)) 1 :=
    ((hasDerivAt_const (1 : ℝ) (U x)).fun_div (hasDerivAt_id' (1 : ℝ))
      (by norm_num)).congr_deriv (by norm_num)
  exact (h2.fun_add h1).congr_deriv (by ring)
```

On the other side, V = V₀s³ has the slope 3V₀ at s = 1. By the chain rule,

d/ds G(V₀s³) = (−P)(3V₀) = −3PV₀ at s = 1.

```lean
/-- If `P` is the pressure at `V₀`, then under the dilation `V = V₀ s ^ 3` the energy-volume curve
has the slope `-3 P V₀` in `s` at `s = 1`. -/
theorem hasDerivAt_dilation {G : ℝ → ℝ} {P V₀ : ℝ} (hP : HasPressure G P V₀) :
    HasDerivAt (fun s : ℝ => G (V₀ * s ^ 3)) (-(3 * P * V₀)) 1 := by
  have hV : HasDerivAt (fun s : ℝ => V₀ * s ^ 3) (3 * V₀) 1 :=
    ((hasDerivAt_pow 3 (1 : ℝ)).const_mul V₀).congr_deriv (by norm_num; ring)
  have hG : HasDerivAt G (-P) (V₀ * 1 ^ 3) := by
    simpa [HasPressure] using hP
  exact (HasDerivAt.comp (h := fun s : ℝ => V₀ * s ^ 3) (1 : ℝ) hG hV).congr_deriv (by ring)
```

## The virial formula for the pressure

A stretched state is an admissible trial state at volume V₀s³, so

G(V₀s³) ≤ T(x)/s² + U(x)/s for s near 1.

If x₀ attains the bound at s = 1, then G(V₀) = T(x₀) + U(x₀), and the scalar theorem equates the two slopes:

−3PV₀ = −(2T(x₀) + U(x₀)),
3PV₀ = 2T(x₀) + U(x₀).

The hypotheses `hb`, `h0` and `hP` are, in turn, the bound, its attainment and the existence of the pressure.

```lean
/-- Virial formula for the pressure: if the energy-volume curve `G` bounds the energies of all
dilated states from below near `s = 1`, `x₀` attains it at `V₀`, and `P` is the pressure there, then
`3 P V₀ = 2 T + U` in `x₀`. -/
theorem virial_pressure {T U : X → ℝ} {G : ℝ → ℝ} {P V₀ : ℝ} {x₀ : X}
    (hb : IsVariationalBound (scaledEnergy T U) (fun s : ℝ => G (V₀ * s ^ 3)) 1)
    (h0 : G V₀ = T x₀ + U x₀) (hP : HasPressure G P V₀) :
    3 * P * V₀ = 2 * T x₀ + U x₀ := by
  have h := stress_theorem_scalar (x₀ := x₀) hb (by simpa [scaledEnergy] using h0)
    (hasDerivAt_dilation hP) (hasDerivAt_scaledEnergy T U x₀)
  linarith
```

At zero pressure U(x₀) = −2T(x₀), and the total energy is

G(V₀) = T(x₀) + U(x₀) = −T(x₀).

```lean
/-- If, in the setting of the virial formula, the pressure at `V₀` is zero, then the total energy
is minus the kinetic energy of the attaining state. -/
theorem energy_at_zero_pressure {T U : X → ℝ} {G : ℝ → ℝ} {V₀ : ℝ} {x₀ : X}
    (hb : IsVariationalBound (scaledEnergy T U) (fun s : ℝ => G (V₀ * s ^ 3)) 1)
    (h0 : G V₀ = T x₀ + U x₀) (hP : HasPressure G 0 V₀) : G V₀ = -T x₀ := by
  have h := virial_pressure hb h0 hP
  linarith
```

## A crystal written in plane waves

The scaling laws can be derived for an explicit energy. In atomic units, normalised plane waves with wave vectors kᵢ and amplitudes cᵢ have the kinetic energy

T = Σᵢ |cᵢ|² |kᵢ|² / 2.

The index i may also label the orbital, since wave vectors are allowed to repeat; occupations are absorbed in the amplitudes.

```lean
/-- Kinetic energy, in atomic units, of plane waves `k i` with amplitudes `c i`. -/
def kinetic (k : κ → EuclideanSpace ℝ (Fin 3)) (c : κ → ℂ) : ℝ :=
  ∑ i, ‖c i‖ ^ 2 * ‖k i‖ ^ 2 / 2
```

For the Coulomb part, let nᵢ be the integral over the cell of the total charge density times exp(−iKᵢ·r), where the i in the exponent is the imaginary unit. The Fourier component of the density is nᵢ/V, and Poisson's equation gives the potential 4πnᵢ/(V|Kᵢ|²). Half the product of charge and potential, integrated over the cell, is

U = (2π/V) Σᵢ |nᵢ|² / |Kᵢ|².

The vector K = 0 is left out, as is usual for a neutral cell.

This sum includes the interaction of each nucleus with itself. For V > 0 no term is negative, so the explicit model never has negative pressure, and it reaches zero pressure only when T and U both vanish. Removing the nuclear self-energy, as an Ewald sum does, allows U to be negative and a crystal to be in equilibrium at zero pressure. A Coulomb energy of that kind still varies as 1/s and can play the part of U in the general virial formula.

```lean
/-- Coulomb energy per cell of volume `V ≠ 0`, in atomic units, of a charge density with Fourier
integrals `n i` over the cell at the reciprocal vectors `K i ≠ 0`. -/
def coulomb (V : ℝ) (K : ι → EuclideanSpace ℝ (Fin 3)) (n : ι → ℂ) : ℝ :=
  2 * Real.pi / V * ∑ i, ‖n i‖ ^ 2 / ‖K i‖ ^ 2
```

Under dilation the allowed wave vectors shrink to kᵢ/s while the amplitudes stay fixed. Each term contains |kᵢ/s|² = |kᵢ|²/s², so

s² T(k/s) = T(k).

The Lean proof compares the sums term by term.

```lean
/-- Dividing all wave vectors by `s ≠ 0` at fixed amplitudes divides the kinetic energy
by `s ^ 2`. -/
theorem kinetic_scaling {s : ℝ} (hs : s ≠ 0) (k : κ → EuclideanSpace ℝ (Fin 3)) (c : κ → ℂ) :
    s ^ 2 * kinetic (fun i => s⁻¹ • k i) c = kinetic k c := by
  simp only [kinetic, norm_smul, norm_inv, Real.norm_eq_abs, mul_pow, inv_pow, sq_abs,
    Finset.mul_sum]
  refine Finset.sum_congr rfl fun i _ => ?_
  field_simp
```

The charge integrals nᵢ also stay fixed, because the charge in the cell is conserved and K·r does not change when K shrinks and r grows. This includes point nuclei at fixed fractional positions, but not nuclear charges smeared over a fixed width. The volume supplies 1/s³ and the kernel 1/|K|² supplies s²:

U(V₀s³, K/s) = (2π/(V₀s³)) Σᵢ s²|nᵢ|²/|Kᵢ|² = U(V₀, K)/s.

The lemma states this multiplied through by s. In its proof, `h` extracts the factor s² from each term, after which the powers of s cancel.

```lean
/-- Dilating the cell by `s ≠ 0` at fixed Fourier integrals of the charge divides the Coulomb
energy by `s`. -/
theorem coulomb_scaling {s : ℝ} (hs : s ≠ 0) (V : ℝ) (K : ι → EuclideanSpace ℝ (Fin 3))
    (n : ι → ℂ) : s * coulomb (V * s ^ 3) (fun i => s⁻¹ • K i) n = coulomb V K n := by
  have h : ∀ i, ‖n i‖ ^ 2 / ‖s⁻¹ • K i‖ ^ 2 = s ^ 2 * (‖n i‖ ^ 2 / ‖K i‖ ^ 2) := by
    intro i
    rw [norm_smul, norm_inv, Real.norm_eq_abs, mul_pow, inv_pow, sq_abs, div_mul_eq_div_div,
      div_inv_eq_mul]
    ring
  simp only [coulomb, h, ← Finset.mul_sum]
  -- the volume contributes `s⁻³`, the Coulomb kernel `s²`
  rw [div_mul_eq_div_div]
  generalize 2 * Real.pi / V = A
  field_simp
```

## The pressure of the plane-wave model

Each state x now supplies amplitudes `c x` and charge integrals `n x`. Near s = 1 the factor s is non-zero, so the two scaling laws turn the explicit energy into T(x)/s² + U(x)/s, and the virial formula applies:

3PV₀ = 2T(x₀) + U(x₀).

In the proof, `filter_upwards` restricts attention to those s that satisfy the bound and differ from zero, while `e1` and `e2` are the scaling laws in divided form.

The theorem does not require the charge integrals to be computed from the amplitudes; that link belongs to the choice of X. Both sums are finite, and the energy has no exchange–correlation term and no pseudopotential. The existence of a minimising state and the differentiability of G are assumed.

```lean
/-- Pressure of a crystal in plane waves: if `G` bounds the kinetic plus Coulomb energy of all
states in the dilated cells from below near `s = 1`, `x₀` attains it at `V₀`, and `P` is the
pressure there, then `3 P V₀` is twice the kinetic energy plus the Coulomb energy of `x₀`. -/
theorem crystal_pressure {k : κ → EuclideanSpace ℝ (Fin 3)} {K : ι → EuclideanSpace ℝ (Fin 3)}
    {c : X → κ → ℂ} {n : X → ι → ℂ} {G : ℝ → ℝ} {P V₀ : ℝ} {x₀ : X}
    (hb : IsVariationalBound (fun x (s : ℝ) => kinetic (fun i => s⁻¹ • k i) (c x)
      + coulomb (V₀ * s ^ 3) (fun i => s⁻¹ • K i) (n x)) (fun s : ℝ => G (V₀ * s ^ 3)) 1)
    (h0 : G V₀ = kinetic k (c x₀) + coulomb V₀ K (n x₀)) (hP : HasPressure G P V₀) :
    3 * P * V₀ = 2 * kinetic k (c x₀) + coulomb V₀ K (n x₀) := by
  refine virial_pressure (T := fun x => kinetic k (c x)) (U := fun x => coulomb V₀ K (n x))
    (x₀ := x₀) ?_ h0 hP
  unfold IsVariationalBound at hb ⊢
  filter_upwards [hb, eventually_ne_nhds (one_ne_zero : (1 : ℝ) ≠ 0)] with s hs hs0 x
  -- the scaling laws bring the energy to the form `T / s ^ 2 + U / s`
  have e1 : kinetic k (c x) / s ^ 2 = kinetic (fun i => s⁻¹ • k i) (c x) :=
    (div_eq_iff (pow_ne_zero 2 hs0)).2 (by linear_combination -kinetic_scaling hs0 k (c x))
  have e2 : coulomb V₀ K (n x) / s = coulomb (V₀ * s ^ 3) (fun i => s⁻¹ • K i) (n x) :=
    (div_eq_iff hs0).2 (by linear_combination -coulomb_scaling hs0 V₀ K (n x))
  simp only [scaledEnergy]
  rw [e1, e2]
  exact hs x

end

end StressTheorem
```

```lean
#print axioms StressTheorem.not_differentiable_of_degenerate
#print axioms StressTheorem.energy_at_zero_pressure
#print axioms StressTheorem.crystal_pressure
```

```
'StressTheorem.not_differentiable_of_degenerate' depends on axioms: [propext, Classical.choice, Quot.sound]
'StressTheorem.energy_at_zero_pressure' depends on axioms: [propext, Classical.choice, Quot.sound]
'StressTheorem.crystal_pressure' depends on axioms: [propext, Classical.choice, Quot.sound]
```

## Stress in a plane-wave code

For electronic-structure practice, the result means that a variational energy with a differentiable minimum yields its pressure from one converged state, with no calculation of how the orbitals respond. A plane-wave code with norm-conserving pseudopotentials can accordingly evaluate the stress after self-consistency, by differentiating the energy expression at fixed coefficients.

The usual test compares this value with a finite difference of total energies from cells slightly smaller and slightly larger than V₀:

P ≈ −(G(V₊) − G(V₋)) / (V₊ − V₋).

For the test to work in an unconverged basis too, the basis is treated as in the derivation, with the same list of plane waves and every wave vector scaled by 1/s. The kinetic-energy cutoff then varies as

E_cut(s) = E_cut(1)/s².

If the cutoff is held fixed, plane waves enter or leave the basis as the volume changes. In an unconverged basis the two pressures then generally disagree, and the discrepancy is known as Pulay stress.

Production codes also add terms that 2T + U lacks. A pseudopotential has a length scale of its own, and the correlation energy of density-functional theory, exact or approximate, does not in general vary as 1/s, so each contributes its own strain derivative, again taken with the coefficients held fixed if the pseudopotential is norm-conserving. With ultrasoft pseudopotentials the orthonormality condition itself depends on the strain, which adds a further term.
